# For a diagonal density matrix σ = diag(s), the Lindblad dissipators of the jumps √(g sᵢ) Eᵢⱼ sum to g(Tr(ρ)σ − ρ)

When I propagate a density matrix with a split time step, I do the relaxation part over a step \(\Delta t\) in one line:

\[
\rho \;\mapsto\; e^{-g\Delta t}\rho + (1-e^{-g\Delta t})\,\mathrm{Tr}(\rho)\,\sigma .
\]

Here \(\sigma\) is a diagonal density matrix with populations \(s_i\), and \(g\ge 0\) is a single relaxation rate. I believe this is the exact solution of a Lindblad equation whose jump operators are \(\sqrt{g s_i}\,E_{ij}\) for all pairs \(i,j\), where \(E_{ij}=|i\rangle\langle j|\). Can this be derived with every step in view, including that there is no other solution, and can the argument be checked by machine in Lean?

## Summing the jumps and solving the equation

Yes, in any finite dimension and for any complex matrix \(\rho\). Write \(L_{ij}=\sqrt{g s_i}\,E_{ij}\), with \(s_i\ge 0\) and \(\sum_i s_i=1\). The generator is

\[
\mathcal D(\rho)=\sum_{i,j}\Big(L_{ij}\rho L_{ij}^\dagger-\tfrac12\big(L_{ij}^\dagger L_{ij}\rho+\rho L_{ij}^\dagger L_{ij}\big)\Big).
\]

**Gain.** Since \(E_{ij}\,\rho\,E_{ji}=\rho_{jj}E_{ii}\), each jump feeds only the population of level \(i\):

\[
\sum_{i,j}L_{ij}\rho L_{ij}^\dagger=\sum_{i,j} g s_i\rho_{jj}E_{ii}=g\,\mathrm{Tr}(\rho)\,\sigma .
\]

**Loss.** Since \(E_{ji}E_{ij}=E_{jj}\), normalisation of \(s\) gives

\[
\sum_{i,j}L_{ij}^\dagger L_{ij}=\sum_{i,j} g s_i E_{jj}=g\,\mathbb 1 .
\]

The anticommutator term is therefore \(-\tfrac12(g\rho+g\rho)=-g\rho\), and

\[
\mathcal D(\rho)=g\big(\mathrm{Tr}(\rho)\,\sigma-\rho\big).
\]

Because \(\mathrm{Tr}\,\sigma=1\), the trace of \(\mathcal D(\rho)\) is zero. For \(g>0\), \(\mathcal D(\rho)=0\) holds exactly when \(\rho=\mathrm{Tr}(\rho)\,\sigma\).

**A solution.** Start from \(\rho_0\), put \(T=\mathrm{Tr}(\rho_0)\), and take \(\rho(t)=e^{-gt}\rho_0+(1-e^{-gt})T\sigma\). This equals \(\rho_0\) at \(t=0\), and its trace is \(e^{-gt}T+(1-e^{-gt})T=T\) at all times. Its derivative is

\[
\dot\rho(t)=g e^{-gt}(T\sigma-\rho_0),
\]

while the generator gives

\[
g\big(T\sigma-\rho(t)\big)=g\big(T\sigma-e^{-gt}\rho_0-T\sigma+e^{-gt}T\sigma\big)=g e^{-gt}(T\sigma-\rho_0).
\]

The two agree.

**No other solution.** Let \(\rho(t)\) be any solution. Its trace has zero derivative, so it keeps the value \(T=\mathrm{Tr}(\rho(0))\), and the equation becomes \(\dot\rho=g(T\sigma-\rho)\). Then

\[
\frac{d}{dt}\Big[e^{gt}\big(\rho(t)-T\sigma\big)\Big]
=e^{gt}\Big[g\big(\rho(t)-T\sigma\big)+g\big(T\sigma-\rho(t)\big)\Big]=0 .
\]

The bracket keeps its initial value \(\rho(0)-T\sigma\). Multiplying by \(e^{-gt}\) and rearranging gives the formula above.

**Relaxation.** For \(T=1\) the formula reads \(\rho(t)-\sigma=e^{-gt}(\rho(0)-\sigma)\). If \(g>0\), every entry of the right-hand side tends to zero.

**Two levels, with the upper one empty in \(\sigma\).** Take levels 0 and 1 with \(s=(1,0)\), the zero-temperature limit for a non-degenerate ground state. Two jumps survive: \(\sqrt g\,E_{01}\), which is decay, and \(\sqrt g\,E_{00}\), which only dephases. The upper population decays at rate \(g\). Each jump contributes \(g/2\) to the decay of the coherence \(\rho_{01}\), so the coherence also decays at rate \(g\). With the decay jump alone its rate would be \(g/2\), so dropping the terms with \(i=j\) from the sum would break the formula in this example.

The following Lean file contains the definitions and the proofs of the general results. The value of the formula at \(t=0\) and the two-level example are checked only by hand, above.

```lean
import Mathlib

open Matrix Filter Topology

namespace ThermalResetGenerator

noncomputable section

variable {n : Type*} [Fintype n] [DecidableEq n]

/-- The diagonal matrix `σ` with the real numbers `s i` on its diagonal. -/
def diagState (s : n → ℝ) : Matrix n n ℂ := Matrix.diagonal fun i => (s i : ℂ)

/-- The jump operator `√(g s_i) E_ij`, which takes level `j` to level `i`. -/
def jump (g : ℝ) (s : n → ℝ) (i j : n) : Matrix n n ℂ :=
  Matrix.single i j ((Real.sqrt (g * s i) : ℝ) : ℂ)

/-- The Lindblad dissipator `L ρ L† - (L†L ρ + ρ L†L)/2` of one jump operator. -/
def dissipator (L ρ : Matrix n n ℂ) : Matrix n n ℂ :=
  L * ρ * Lᴴ - (1 / 2 : ℂ) • (Lᴴ * L * ρ + ρ * (Lᴴ * L))

/-- The sum of the dissipators of all jumps `√(g s_i) E_ij`. -/
def generator (g : ℝ) (s : n → ℝ) (ρ : Matrix n n ℂ) : Matrix n n ℂ :=
  ∑ i, ∑ j, dissipator (jump g s i j) ρ

/-- The decay factor `exp(-gt)`, as a complex number. -/
def decay (g t : ℝ) : ℂ := ((Real.exp (-(g * t)) : ℝ) : ℂ)

/-- The matrix `exp(-gt) ρ + (1 - exp(-gt)) Tr(ρ) σ`. -/
def flow (g : ℝ) (s : n → ℝ) (ρ : Matrix n n ℂ) (t : ℝ) : Matrix n n ℂ :=
  decay g t • ρ + ((1 - decay g t) * trace ρ) • diagState s

/-- The trajectory `ρ` obeys the master equation `dρ/dt = generator ρ`, entry by entry. -/
def SolvesMaster (g : ℝ) (s : n → ℝ) (ρ : ℝ → Matrix n n ℂ) : Prop :=
  ∀ t a b, HasDerivAt (fun τ => ρ τ a b) (generator g s (ρ t) a b) t

/-- The gain terms of all jumps add up to `g Tr(ρ) σ`. -/
theorem sum_gain {g : ℝ} {s : n → ℝ} (hg : 0 ≤ g) (hs : ∀ i, 0 ≤ s i)
    (ρ : Matrix n n ℂ) :
    ∑ i, ∑ j, jump g s i j * ρ * (jump g s i j)ᴴ = ((g : ℂ) * trace ρ) • diagState s := by
  -- a single jump feeds only the population of level i
  have h1 : ∀ i j, jump g s i j * ρ * (jump g s i j)ᴴ
      = Matrix.single i i ((g : ℂ) * s i * ρ j j) := by
    intro i j
    have hq : ((Real.sqrt (g * s i) : ℝ) : ℂ) * ((Real.sqrt (g * s i) : ℝ) : ℂ)
        = (g : ℂ) * s i := by
      rw [← Complex.ofReal_mul, Real.mul_self_sqrt (mul_nonneg hg (hs i)), Complex.ofReal_mul]
    rw [jump, Matrix.conjTranspose_single, Matrix.single_mul_mul_single,
      Complex.star_def, Complex.conj_ofReal]
    congr 1
    linear_combination ρ j j * hq
  simp only [h1]
  rw [Finset.sum_comm]
  ext a b
  simp only [Matrix.sum_apply, Matrix.single_apply, Matrix.smul_apply, diagState,
    Matrix.diagonal_apply, smul_eq_mul, Matrix.trace, Matrix.diag_apply]
  by_cases h : a = b
  · subst h
    simp only [and_self, Finset.sum_ite_eq', Finset.mem_univ, ↓reduceIte]
    rw [Finset.mul_sum, Finset.sum_mul]
    exact Finset.sum_congr rfl fun j _ => by ring
  · have h2 : ∀ i, ¬(i = a ∧ i = b) := fun i hi => h (hi.1.symm.trans hi.2)
    simp only [h2, h, ↓reduceIte, Finset.sum_const_zero, mul_zero]

/-- The loss operators `L†L` of all jumps add up to `g` times the identity. -/
theorem sum_loss {g : ℝ} {s : n → ℝ} (hg : 0 ≤ g) (hs : ∀ i, 0 ≤ s i)
    (h1s : ∑ i, s i = 1) :
    ∑ i, ∑ j, (jump g s i j)ᴴ * jump g s i j = (g : ℂ) • (1 : Matrix n n ℂ) := by
  have h1 : ∀ i j, (jump g s i j)ᴴ * jump g s i j = Matrix.single j j ((g : ℂ) * s i) := by
    intro i j
    rw [jump, Matrix.conjTranspose_single, Matrix.single_mul_single_same,
      Complex.star_def, Complex.conj_ofReal, ← Complex.ofReal_mul,
      Real.mul_self_sqrt (mul_nonneg hg (hs i)), Complex.ofReal_mul]
  have hc : ∑ i, (s i : ℂ) = 1 := by exact_mod_cast h1s
  simp only [h1]
  ext a b
  simp only [Matrix.sum_apply, Matrix.single_apply, Matrix.smul_apply,
    Matrix.one_apply, smul_eq_mul]
  by_cases h : a = b
  · subst h
    simp only [and_self, Finset.sum_ite_eq', Finset.mem_univ, ↓reduceIte]
    rw [← Finset.mul_sum, hc]
  · have h2 : ∀ i, ¬(i = a ∧ i = b) := fun i hi => h (hi.1.symm.trans hi.2)
    simp only [h2, h, ↓reduceIte, Finset.sum_const_zero, mul_zero]

/-- The Lindblad generator with jumps `√(g s_i) E_ij` is `ρ ↦ g (Tr(ρ) σ - ρ)`. -/
theorem generator_eq {g : ℝ} {s : n → ℝ} (hg : 0 ≤ g) (hs : ∀ i, 0 ≤ s i)
    (h1s : ∑ i, s i = 1) (ρ : Matrix n n ℂ) :
    generator g s ρ = (g : ℂ) • (trace ρ • diagState s - ρ) := by
  simp only [generator, dissipator, Finset.sum_sub_distrib, ← Finset.smul_sum,
    Finset.sum_add_distrib, ← Finset.sum_mul, ← Finset.mul_sum]
  rw [sum_gain hg hs, sum_loss hg hs h1s, Matrix.smul_mul, Matrix.mul_smul,
    Matrix.one_mul, Matrix.mul_one]
  module

/-- For `g > 0` a matrix is stationary exactly when it equals its trace times `σ`. -/
theorem stationary_iff {g : ℝ} {s : n → ℝ} (hg : 0 < g) (hs : ∀ i, 0 ≤ s i)
    (h1s : ∑ i, s i = 1) (ρ : Matrix n n ℂ) :
    generator g s ρ = 0 ↔ ρ = trace ρ • diagState s := by
  have hg' : (g : ℂ) ≠ 0 := by exact_mod_cast hg.ne'
  rw [generator_eq hg.le hs h1s, smul_eq_zero, or_iff_right hg', sub_eq_zero]
  exact eq_comm

/-- The decay factor obeys `d/dt exp(-gt) = -g exp(-gt)`. -/
theorem hasDerivAt_decay (g t : ℝ) : HasDerivAt (decay g) (-(g : ℂ) * decay g t) t := by
  have h1 : HasDerivAt (fun τ : ℝ => -(g * τ)) (-g) t :=
    ((hasDerivAt_id' t).const_mul g).fun_neg.congr_deriv (by ring)
  exact h1.exp.ofReal_comp.congr_deriv (by
    rw [decay, Complex.ofReal_mul, Complex.ofReal_neg]; ring)

/-- The trajectory `exp(-gt) ρ + (1 - exp(-gt)) Tr(ρ) σ` solves the master equation. -/
theorem flow_solves {g : ℝ} {s : n → ℝ} (hg : 0 ≤ g) (hs : ∀ i, 0 ≤ s i)
    (h1s : ∑ i, s i = 1) (ρ : Matrix n n ℂ) : SolvesMaster g s (flow g s ρ) := by
  intro t a b
  have hσ : trace (diagState s) = 1 := by
    rw [diagState, Matrix.trace_diagonal]; exact_mod_cast h1s
  have hT : trace (flow g s ρ t) = trace ρ := by
    rw [flow, Matrix.trace_add, Matrix.trace_smul, Matrix.trace_smul, hσ]
    simp only [smul_eq_mul]
    ring
  have hf : (fun τ => flow g s ρ τ a b) = fun τ => decay g τ * ρ a b
      + (1 - decay g τ) * (trace ρ * diagState s a b) := by
    funext τ
    simp only [flow, Matrix.add_apply, Matrix.smul_apply, smul_eq_mul]
    ring
  rw [generator_eq hg hs h1s, hT, hf]
  refine (((hasDerivAt_decay g t).mul_const (ρ a b)).fun_add
    (((hasDerivAt_decay g t).const_sub 1).mul_const
      (trace ρ * diagState s a b))).congr_deriv ?_
  simp only [flow, Matrix.add_apply, Matrix.sub_apply, Matrix.smul_apply, smul_eq_mul]
  ring

/-- Every solution of the master equation is
`ρ(t) = exp(-gt) ρ(0) + (1 - exp(-gt)) Tr(ρ(0)) σ`. -/
theorem solution_unique {g : ℝ} {s : n → ℝ} (hg : 0 ≤ g) (hs : ∀ i, 0 ≤ s i)
    (h1s : ∑ i, s i = 1) {ρ : ℝ → Matrix n n ℂ} (h : SolvesMaster g s ρ) (t : ℝ) :
    ρ t = flow g s (ρ 0) t := by
  have hσ : trace (diagState s) = 1 := by
    rw [diagState, Matrix.trace_diagonal]; exact_mod_cast h1s
  -- the trace is conserved
  have hd : ∀ τ, HasDerivAt (fun x => trace (ρ x)) 0 τ := by
    intro τ
    have h0 : trace (generator g s (ρ τ)) = 0 := by
      rw [generator_eq hg hs h1s, Matrix.trace_smul, Matrix.trace_sub, Matrix.trace_smul, hσ]
      simp
    have h2 : HasDerivAt (fun x => ∑ a, ρ x a a) (∑ a, generator g s (ρ τ) a a) τ :=
      HasDerivAt.fun_sum fun a _ => h τ a a
    exact h2.congr_deriv h0
  have hT : ∀ τ, trace (ρ τ) = trace (ρ 0) := fun τ =>
    is_const_of_deriv_eq_zero (fun x => (hd x).differentiableAt) (fun x => (hd x).deriv) τ 0
  ext a b
  -- exp(gt) times the deviation from equilibrium is constant
  have hu : ∀ τ, HasDerivAt
      (fun x => decay (-g) x * (ρ x a b - trace (ρ 0) * diagState s a b)) 0 τ := by
    intro τ
    refine ((hasDerivAt_decay (-g) τ).fun_mul
      ((h τ a b).sub_const (trace (ρ 0) * diagState s a b))).congr_deriv ?_
    rw [generator_eq hg hs h1s, hT τ]
    simp only [Matrix.sub_apply, Matrix.smul_apply, smul_eq_mul, Complex.ofReal_neg]
    ring
  have hc : decay (-g) t * (ρ t a b - trace (ρ 0) * diagState s a b)
      = decay (-g) 0 * (ρ 0 a b - trace (ρ 0) * diagState s a b) :=
    is_const_of_deriv_eq_zero (fun x => (hu x).differentiableAt) (fun x => (hu x).deriv) t 0
  have h0 : decay (-g) 0 = 1 := by simp [decay]
  have hE : decay g t * decay (-g) t = 1 := by
    rw [decay, decay, ← Complex.ofReal_mul, ← Real.exp_add]
    simp
  rw [h0] at hc
  simp only [flow, Matrix.add_apply, Matrix.smul_apply, smul_eq_mul]
  linear_combination decay g t * hc - (ρ t a b - trace (ρ 0) * diagState s a b) * hE

/-- For `g > 0` every solution with initial trace one converges to `σ`, entry by entry. -/
theorem relaxation {g : ℝ} {s : n → ℝ} (hg : 0 < g) (hs : ∀ i, 0 ≤ s i)
    (h1s : ∑ i, s i = 1) {ρ : ℝ → Matrix n n ℂ} (h : SolvesMaster g s ρ)
    (h0 : trace (ρ 0) = 1) (a b : n) :
    Tendsto (fun t => ρ t a b) atTop (𝓝 (diagState s a b)) := by
  have hr : Tendsto (fun t : ℝ => Real.exp (-(g * t))) atTop (𝓝 0) :=
    Real.tendsto_exp_neg_atTop_nhds_zero.comp (tendsto_id.const_mul_atTop hg)
  have hd : Tendsto (decay g) atTop (𝓝 0) := by
    have h2 := (Complex.continuous_ofReal.tendsto 0).comp hr
    rw [Complex.ofReal_zero] at h2
    exact h2
  have hf : (fun t => ρ t a b)
      = fun t => decay g t * (ρ 0 a b - diagState s a b) + diagState s a b := by
    funext t
    rw [solution_unique hg.le hs h1s h t]
    simp only [flow, h0, Matrix.add_apply, Matrix.smul_apply, smul_eq_mul]
    ring
  rw [hf]
  simpa using (hd.mul_const (ρ 0 a b - diagState s a b)).add_const (diagState s a b)

end

end ThermalResetGenerator
```

```lean
#print axioms ThermalResetGenerator.sum_loss
-- 'ThermalResetGenerator.sum_loss' depends on axioms: [propext, Classical.choice, Quot.sound]
#print axioms ThermalResetGenerator.stationary_iff
-- 'ThermalResetGenerator.stationary_iff' depends on axioms: [propext, Classical.choice, Quot.sound]
#print axioms ThermalResetGenerator.flow_solves
-- 'ThermalResetGenerator.flow_solves' depends on axioms: [propext, Classical.choice, Quot.sound]
#print axioms ThermalResetGenerator.relaxation
-- 'ThermalResetGenerator.relaxation' depends on axioms: [propext, Classical.choice, Quot.sound]
```

## How the Lean statements encode the model

The levels are labelled by a finite type `n`, and a matrix `ρ : Matrix n n ℂ` is any complex matrix over them. It need not be Hermitian, positive or of unit trace. The populations are a real function `s`, and three hypotheses describe the physics:

- `hg` says that the rate is non-negative, or strictly positive in `stationary_iff` and `relaxation`.
- `hs` says that no population is negative.
- `h1s` says that the populations sum to one. Together with `hs`, it makes `diagState s` a density matrix.

The thermal case is \(s_i=e^{-\beta\varepsilon_i}/Z\) in the energy eigenbasis, with level energies \(\varepsilon_i\), inverse temperature \(\beta\) and \(Z=\sum_i e^{-\beta\varepsilon_i}\), but the theorems use no energies or temperature. The rate \(g\) is postulated: it sets how fast the environment relaxes the system and is not derived from a bath model.

The object `jump g s i j` is the matrix with the single entry \(\sqrt{g s_i}\) in row \(i\), column \(j\), so it takes level \(j\) to level \(i\). The superscript `ᴴ` is the Hermitian adjoint. `dissipator` fixes the convention with the factor \(\tfrac12\) on the anticommutator, and `generator` sums it over all pairs, diagonal ones included.

`SolvesMaster g s ρ` says that at every real time `t`, each entry `ρ t a b` has the derivative prescribed by the generator. The trajectories thus live on the whole time axis, negative times included, and uniqueness is stated for those.

In words, the main theorems say the following:

- `generator_eq`: the summed dissipator equals \(g(\mathrm{Tr}(\rho)\sigma-\rho)\).
- `stationary_iff`: for \(g>0\), the generator vanishes on \(\rho\) exactly when \(\rho=\mathrm{Tr}(\rho)\sigma\).
- `flow_solves`: the exponential formula, called `flow`, satisfies the master equation.
- `solution_unique`: every solution is the `flow` of its own value at time zero.
- `relaxation`: for \(g>0\), every solution with initial trace one converges to \(\sigma\), entry by entry.

The model has no Hamiltonian term, so the theorems justify the relaxation part of your split step and say nothing about the splitting error. Within this finite-level, one-rate model, the result lets a simulation replace the sum over all jump operators by a closed formula that is exact for any step length. A system whose populations and coherences relax at different rates needs a different generator. Positivity of the evolved matrix is not among the statements.

## How the proofs follow the calculation

`sum_gain` is the gain calculation. Its inner statement `h1` evaluates one jump as \(g s_i\rho_{jj}E_{ii}\). This is where the signs of \(g\) and \(s_i\) enter, because \(\sqrt{g s_i}\,\sqrt{g s_i}=g s_i\) requires a non-negative argument. The double sum is then compared with \(g\,\mathrm{Tr}(\rho)\sigma\) entry by entry: for `a = b` the sum over \(j\) produces the trace, and off the diagonal both sides vanish.

`sum_loss` has the same structure. One jump gives \(g s_i E_{jj}\), and `hc`, the normalisation carried over to complex numbers, turns the sum over \(i\) into \(g\).

`generator_eq` distributes the double sum over the three terms of the dissipator and pulls the fixed matrix \(\rho\) out of the loss terms. After the two sums are inserted, `module` does the remaining linear algebra, \(\tfrac12(g\rho+g\rho)=g\rho\). `stationary_iff` then cancels the nonzero factor \(g\).

`hasDerivAt_decay` supplies the derivative of \(e^{-gt}\). In `flow_solves`, `hT` shows that the trace of the formula stays at its initial value, and `hf` writes one entry as an explicit function of time. Differentiating that function and comparing it with the generator leaves an algebraic identity, which `ring` proves.

`solution_unique` follows the integrating-factor argument. First, `hd` shows that the trace has zero derivative, and `hT` concludes that it is constant. The growing factor \(e^{gt}\) is written as `decay (-g)`, so the same derivative lemma covers it. The statement `hu` is the product-rule calculation for one entry, and `hc` says that the product keeps its value from time zero. The last line multiplies by \(e^{-gt}\), using `hE`, which is \(e^{-gt}e^{gt}=1\).

`relaxation` first shows that the decay factor tends to zero. It then uses uniqueness to write each entry as \(e^{-gt}(\rho_{ab}(0)-\sigma_{ab})+\sigma_{ab}\), and takes the limit.
